# Discrete self-trapping from a single site: a bound on the largest occupation at every lattice size

Put an electron on one site of a lattice that distorts around it and so lowers its energy there. Integrate the equation of motion on twenty sites, and suppose that the electron stays where it was. Without a bound for all times and sizes, this run cannot separate trapping from slow spreading: the electron might still leak away later, or on a larger lattice.

The equation, with ħ = 1, is

i c_j' = Σ_k T_jk c_k − g |c_j|² c_j

Here c_j is the amplitude on site j, |c_j|² its occupation, and T the Hermitian hopping matrix. The constant g > 0, set by the electron-phonon coupling and the stiffness of the lattice, measures how strongly the distortion acts back on the electron: a local distortion proportional to the occupation lowers the site energy by g|c_j|². Let the electron start entirely on a site o with T_oo = 0, and let the operator norm of T be at most B. Then at each time some site has occupation at least 1 − 2B/g, and if g > 4B that site can always be taken to be o.

For simulations of polaron motion in this finite, semiclassical model, the result gives a floor below which the largest occupation cannot fall. Applying it to a real crystal takes further assumptions, among them that a single electron couples only to the distortion on its own site, that this distortion is classical and follows the electron instantly, and that thermal motion and dissipation can be neglected.

## The equation of motion, the energy and the size of the hopping

```lean
import Mathlib

namespace PolaronSelfTrapping

noncomputable section

variable {ι : Type*} [Fintype ι] {T : Matrix ι ι ℂ} {g B : ℝ} {c : ℝ → ι → ℂ} {o : ι}
```

The type `ι` is the finite set of sites. The curly braces mark arguments that Lean infers from context. The letter `o` names the initial site, so that `c 0` can mean the state at time zero.

```lean
/-- The rate of change of the amplitude on site `j`, from
`i c_j' = ∑ k, T_jk c_k - g |c_j|² c_j`. -/
def velocity (T : Matrix ι ι ℂ) (g : ℝ) (x : ι → ℂ) (j : ι) : ℂ :=
  -Complex.I * (∑ k, T j k * x k - ((g * ‖x j‖ ^ 2 : ℝ) : ℂ) * x j)
```

This is the equation of motion solved for the derivative. For a state x, the velocity on site j is

v_j = −i [ (Tx)_j − g |x_j|² x_j ],  (Tx)_j = Σ_k T_jk x_k

```lean
/-- The amplitudes `c` obey the discrete self-trapping equation at all times. -/
def IsSolution (T : Matrix ι ι ℂ) (g : ℝ) (c : ℝ → ι → ℂ) : Prop :=
  ∀ t j, HasDerivAt (fun s => c s j) (velocity T g (c t) j) t
```

`HasDerivAt f v t` says that f is differentiable at t with derivative v. A solution satisfies the equation on every site at every real time. The theorems speak about any such solution and take its existence as given.

```lean
/-- The hopping energy, the real part of `⟨x, T x⟩`. -/
def hoppingEnergy (T : Matrix ι ι ℂ) (x : ι → ℂ) : ℝ :=
  (∑ j, star (x j) * ∑ k, T j k * x k).re
```

This is Re⟨x, Tx⟩. Despite the name, it includes site energies, because T may have diagonal entries on sites other than o.

```lean
/-- The total energy: hopping energy minus `g/2` times the sum of squared occupations. -/
def energy (T : Matrix ι ι ℂ) (g : ℝ) (x : ι → ℂ) : ℝ :=
  hoppingEnergy T x - g / 2 * ∑ j, (‖x j‖ ^ 2) ^ 2
```

The conserved energy is

H(x) = Re⟨x, Tx⟩ − (g/2) Σ_j |x_j|⁴

The factor 1/2 appears because the potential −g|x_j|² itself depends on the occupation.

```lean
/-- The operator norm of `T` is at most `B`: `B ≥ 0` and `‖T x‖² ≤ B² ‖x‖²` for all `x`. -/
def OpNormLE (T : Matrix ι ι ℂ) (B : ℝ) : Prop :=
  0 ≤ B ∧ ∀ x : ι → ℂ, ∑ j, ‖∑ k, T j k * x k‖ ^ 2 ≤ B ^ 2 * ∑ j, ‖x j‖ ^ 2
```

The operator norm is written out as an inequality between sums of squares, because Mathlib's default norm on `ι → ℂ` is the largest modulus and not the Euclidean length. For a chain with nearest-neighbour hopping J and no site energies, B = 2|J| works at every length. This is how the bound becomes independent of size; if B has to grow with the lattice, the bound weakens.

## Why the energy is conserved

```lean
/-- A Hermitian hopping matrix satisfies `⟨x, T y⟩ = conj ⟨y, T x⟩`. -/
theorem hermitian_form (hT : T.IsHermitian) (x y : ι → ℂ) :
    ∑ j, star (x j) * ∑ k, T j k * y k = star (∑ j, star (y j) * ∑ k, T j k * x k) := by
  simp only [Finset.mul_sum, star_sum, star_mul', star_star]
  rw [Finset.sum_comm]
  refine Finset.sum_congr rfl fun p _ => Finset.sum_congr rfl fun q _ => ?_
  rw [hT.apply q p]
  ring
```

In ordinary notation, ⟨x, Ty⟩ = ⟨y, Tx⟩*. Writing out the right-hand side and using T_kj* = T_jk gives

(Σ_kj y_k* T_kj x_j)* = Σ_jk x_j* T_jk y_k

The proof does the same: `simp` distributes the conjugation, `Finset.sum_comm` exchanges the sums, and `hT.apply` uses Hermiticity.

```lean
/-- On each site, `Re(x* v) = Im(x* (T x))` and `Re(v* (T x)) = g |x|² Re(x* v)`, where `v` is
the velocity. -/
theorem velocity_identities (T : Matrix ι ι ℂ) (g : ℝ) (x : ι → ℂ) (j : ι) :
    (star (x j) * velocity T g x j).re = (star (x j) * ∑ k, T j k * x k).im ∧
    (star (velocity T g x j) * ∑ k, T j k * x k).re
      = g * ‖x j‖ ^ 2 * (star (x j) * velocity T g x j).re := by
  unfold velocity
  generalize (∑ k, T j k * x k) = a
  generalize ‖x j‖ = n
  constructor <;>
  · simp only [Complex.mul_re, Complex.mul_im, Complex.sub_re, Complex.sub_im,
      Complex.neg_re, Complex.neg_im, Complex.I_re, Complex.I_im, Complex.ofReal_re,
      Complex.ofReal_im, Complex.star_def, Complex.conj_re, Complex.conj_im]
    ring
```

Multiply the velocity by x_j*:

x_j* v_j = −i x_j* (Tx)_j + i g |x_j|⁴

The last term is imaginary, and Re(−iz) = Im z, so

Re(x_j* v_j) = Im(x_j* (Tx)_j)

Similarly,

v_j* (Tx)_j = i |(Tx)_j|² − i g |x_j|² x_j* (Tx)_j

Its real part is g|x_j|² Im(x_j* (Tx)_j), which equals g|x_j|² Re(x_j* v_j) by the first identity. Lean splits everything into real and imaginary parts and leaves the algebra to `ring`.

```lean
/-- The occupation `|f|²` of a differentiable amplitude changes at the rate `2 Re(f* f')`. -/
theorem hasDerivAt_occupation {f : ℝ → ℂ} {v : ℂ} {t : ℝ} (h : HasDerivAt f v t) :
    HasDerivAt (fun s => ‖f s‖ ^ 2) (2 * (star (f t) * v).re) t := by
  have hr : HasDerivAt (fun s => (f s).re) v.re t :=
    Complex.reCLM.hasFDerivAt.comp_hasDerivAt t h
  have hi : HasDerivAt (fun s => (f s).im) v.im t :=
    Complex.imCLM.hasFDerivAt.comp_hasDerivAt t h
  simp only [Complex.sq_norm, Complex.normSq_apply]
  refine ((hr.fun_mul hr).fun_add (hi.fun_mul hi)).congr_deriv ?_
  simp only [Complex.mul_re, Complex.star_def, Complex.conj_re, Complex.conj_im]
  ring
```

Differentiating |f|² = (Re f)² + (Im f)² gives

d|f|²/dt = 2 (Re f Re f' + Im f Im f') = 2 Re(f* f')

The facts `hr` and `hi` are the derivatives of the two parts.

```lean
/-- For Hermitian hopping the total energy is conserved along every solution of the discrete
self-trapping equation. -/
theorem energy_conserved (hT : T.IsHermitian) (hc : IsSolution T g c) (t : ℝ) :
    energy T g (c t) = energy T g (c 0) := by
  have hd : ∀ s, HasDerivAt (fun s => energy T g (c s)) 0 s := by
    intro s
    have hS := HasDerivAt.fun_sum (u := Finset.univ) fun j _ => (hc s j).star.fun_mul
      (HasDerivAt.fun_sum (u := Finset.univ) fun k _ => (hc s k).const_mul (T j k))
    have hR := Complex.reCLM.hasFDerivAt.comp_hasDerivAt s hS
    have hQ := HasDerivAt.fun_sum (u := Finset.univ) fun j _ =>
      (hasDerivAt_occupation (hc s j)).fun_pow 2
    refine (hR.fun_sub (hQ.const_mul (g / 2))).congr_deriv ?_
    rw [Complex.reCLM_apply, Finset.sum_add_distrib,
      hermitian_form hT (c s) (velocity T g (c s)), Complex.add_re,
      show ∀ z : ℂ, (star z).re = z.re from fun _ => rfl, Complex.re_sum, Finset.mul_sum,
      ← Finset.sum_add_distrib, ← Finset.sum_sub_distrib]
    -- the energy change cancels site by site
    refine Finset.sum_eq_zero fun j _ => ?_
    have h := (velocity_identities T g (c s) j).2
    rw [show (2 : ℕ) - 1 = 1 from rfl]
    push_cast
    linear_combination 2 * h
  exact is_const_of_deriv_eq_zero (fun s => (hd s).differentiableAt) (fun s => (hd s).deriv) t 0
```

Let v be the velocity of the state c. By the product rule and Hermiticity, the hopping energy changes at the rate

Re⟨v, Tc⟩ + Re⟨c, Tv⟩ = 2 Re⟨v, Tc⟩ = 2g Σ_j |c_j|² Re(c_j* v_j)

The last step is the second identity above. The interaction part contributes

−(g/2) Σ_j 2|c_j|² · 2 Re(c_j* v_j) = −2g Σ_j |c_j|² Re(c_j* v_j)

The two rates cancel on each site. In Lean, `hS`, `hR` and `hQ` collect the derivatives, `linear_combination 2 * h` performs the cancellation, and the last line concludes that a function with zero derivative is constant.

## How negative the hopping energy can be

```lean
/-- If the operator norm of `T` is at most `B`, the hopping energy is at least `-B ‖x‖²`. -/
theorem hoppingEnergy_ge (hB : OpNormLE T B) (x : ι → ℂ) :
    -B * ∑ j, ‖x j‖ ^ 2 ≤ hoppingEnergy T x := by
  have h1 : |hoppingEnergy T x| ≤ ∑ j, ‖x j‖ * ‖∑ k, T j k * x k‖ := by
    refine (Complex.abs_re_le_norm _).trans ((norm_sum_le _ _).trans (le_of_eq ?_))
    exact Finset.sum_congr rfl fun j _ => by rw [norm_mul, norm_star]
  -- Cauchy-Schwarz, then the norm bound
  have h2 := Finset.sum_mul_sq_le_sq_mul_sq Finset.univ (fun j => ‖x j‖)
    (fun j => ‖∑ k, T j k * x k‖)
  have hN : 0 ≤ ∑ j, ‖x j‖ ^ 2 := Finset.sum_nonneg fun j _ => sq_nonneg _
  have h3 := mul_le_mul_of_nonneg_left (hB.2 x) hN
  have h4 := abs_le_of_sq_le_sq (h2.trans (h3.trans (le_of_eq (by ring :
    _ = (B * ∑ j, ‖x j‖ ^ 2) ^ 2)))) (mul_nonneg hB.1 hN)
  linarith [neg_abs_le (hoppingEnergy T x), le_abs_self (∑ j, ‖x j‖ * ‖∑ k, T j k * x k‖)]
```

Write ‖x‖² for Σ_j |x_j|². The triangle inequality, Cauchy-Schwarz and the norm bound give

|Re⟨x, Tx⟩| ≤ Σ_j |x_j| |(Tx)_j| ≤ ‖x‖ ‖Tx‖ ≤ B ‖x‖²

so the hopping energy is at least −B‖x‖². The first inequality is `h1`. The others are carried out on squares in `h2` and `h3`, and `h4` takes the root, which uses B ≥ 0.

## The total occupation stays one

```lean
variable [DecidableEq ι]

/-- For Hermitian hopping, a solution of the discrete self-trapping equation that starts with
amplitude one on site `o` and zero elsewhere keeps total occupation one. -/
theorem total_occupation (hT : T.IsHermitian) (hc : IsSolution T g c)
    (h0 : c 0 = Pi.single o 1) (t : ℝ) : ∑ j, ‖c t j‖ ^ 2 = 1 := by
  have hd : ∀ s, HasDerivAt (fun s => ∑ j, ‖c s j‖ ^ 2) 0 s := by
    intro s
    refine (HasDerivAt.fun_sum fun j _ => hasDerivAt_occupation (hc s j)).congr_deriv ?_
    -- the rate is twice the imaginary part of `⟨c, T c⟩`, which vanishes
    have h := congrArg Complex.im (hermitian_form hT (c s) (c s))
    rw [show ∀ z : ℂ, (star z).im = -z.im from fun _ => rfl] at h
    have key := fun j => (velocity_identities T g (c s) j).1
    simp only [key]
    rw [← Finset.mul_sum, ← Complex.im_sum]
    linarith
  refine (is_const_of_deriv_eq_zero (fun s => (hd s).differentiableAt)
    (fun s => (hd s).deriv) t 0).trans ?_
  rw [h0, Finset.sum_eq_single o (fun b _ hb => by simp [hb]) (by simp)]
  simp
```

`Pi.single o 1` is the state with amplitude 1 on site o and 0 elsewhere. The total occupation changes at the rate

2 Σ_j Re(c_j* v_j) = 2 Im⟨c, Tc⟩ = 0

because ⟨c, Tc⟩ equals its own conjugate. In the proof, `key` supplies the first equality and `h` the second. The sum therefore keeps its initial value, 1.

## Some site holds at least 1 − 2B/g

```lean
/-- Let `T` be Hermitian with operator norm at most `B` and `T_oo = 0`, and `g > 0`. An excitation
that starts entirely on site `o` and obeys the discrete self-trapping equation has, at each time, a
site of occupation at least `1 - 2B/g`. -/
theorem exists_trapped_site (hT : T.IsHermitian) (hg : 0 < g) (hB : OpNormLE T B)
    (hoo : T o o = 0) (hc : IsSolution T g c) (h0 : c 0 = Pi.single o 1) (t : ℝ) :
    ∃ j, 1 - 2 * B / g ≤ ‖c t j‖ ^ 2 := by
  have hN := total_occupation hT hc h0 t
  have hH : energy T g (c t) = -(g / 2) := by
    rw [energy_conserved hT hc t, h0, energy, hoppingEnergy,
      Finset.sum_eq_single o (fun b _ hb => by simp [Pi.single_apply, hb]) (by simp),
      Finset.sum_eq_single o (fun b _ hb => by simp [hb]) (by simp),
      Finset.sum_eq_single o (fun b _ hb => by simp [hb]) (by simp)]
    simp [hoo]
  -- the largest occupation bounds the sum of squared occupations
  obtain ⟨m, -, hm⟩ := Finset.exists_max_image Finset.univ (fun j => ‖c t j‖ ^ 2)
    ⟨o, Finset.mem_univ o⟩
  have hQ : ∑ j, (‖c t j‖ ^ 2) ^ 2 ≤ ‖c t m‖ ^ 2 := by
    calc ∑ j, (‖c t j‖ ^ 2) ^ 2 ≤ ∑ j, ‖c t m‖ ^ 2 * ‖c t j‖ ^ 2 :=
          Finset.sum_le_sum fun j hj => by
            rw [sq (‖c t j‖ ^ 2)]
            exact mul_le_mul_of_nonneg_right (hm j hj) (sq_nonneg _)
      _ = ‖c t m‖ ^ 2 := by rw [← Finset.mul_sum, hN, mul_one]
  have h1 := hoppingEnergy_ge hB (c t)
  rw [hN] at h1
  have h2 := mul_le_mul_of_nonneg_left hQ hg.le
  unfold energy at hH
  have h3 : 1 - ‖c t m‖ ^ 2 ≤ 2 * B / g := by
    rw [le_div_iff₀ hg]
    linarith
  exact ⟨m, by linarith⟩
```

Write n_j = |c_j|² at time t. Initially the hopping energy is T_oo = 0 and the interaction energy is −g/2. Conservation gives

Re⟨c, Tc⟩ − (g/2) Σ_j n_j² = −g/2

With total occupation one, the hopping energy is at least −B, hence

Σ_j n_j² = 1 + (2/g) Re⟨c, Tc⟩ ≥ 1 − 2B/g

Let m be a site with the largest occupation. Then

Σ_j n_j² ≤ n_m Σ_j n_j = n_m

and so n_m ≥ 1 − 2B/g.

In Lean, `hH` is the energy balance, `Finset.exists_max_image` picks m, and `hQ` is the last inequality. `linarith` combines them once the division by g has been cleared.

The statement reads "for each t there is a j", so the site may change with time. The bound says something only for g > 2B; otherwise its right-hand side is zero or negative.

## For g > 4B the initial site stays trapped

```lean
/-- Let `T` be Hermitian with operator norm at most `B` and `T_oo = 0`. If `g > 4B`, an excitation
that starts entirely on site `o` and obeys the discrete self-trapping equation keeps an occupation
of at least `1 - 2B/g` on that site. -/
theorem initial_site_stays_trapped (hT : T.IsHermitian) (hB : OpNormLE T B) (hg : 4 * B < g)
    (hoo : T o o = 0) (hc : IsSolution T g c) (h0 : c 0 = Pi.single o 1) (t : ℝ) :
    1 - 2 * B / g ≤ ‖c t o‖ ^ 2 := by
  have hg0 : 0 < g := by linarith [hB.1]
  have hhalf : 2 * B / g < 1 / 2 := by
    rw [div_lt_iff₀ hg0]
    linarith
  -- at each time site `o` is either trapped or less than half occupied
  have alt : ∀ s, 1 - 2 * B / g ≤ ‖c s o‖ ^ 2 ∨ ‖c s o‖ ^ 2 < 1 / 2 := by
    intro s
    obtain ⟨j, hj⟩ := exists_trapped_site hT hg0 hB hoo hc h0 s
    by_cases hjo : j = o
    · exact Or.inl (hjo ▸ hj)
    · have hN := total_occupation hT hc h0 s
      rw [← Finset.add_sum_erase _ _ (Finset.mem_univ o)] at hN
      have h1 := Finset.single_le_sum (f := fun j => ‖c s j‖ ^ 2)
        (fun i _ => sq_nonneg ‖c s i‖) (Finset.mem_erase.2 ⟨hjo, Finset.mem_univ j⟩)
      exact Or.inr (by linarith)
  refine (alt t).resolve_right fun hlt => ?_
  -- by continuity the occupation would have to pass through one half
  have hcont : Continuous fun s => ‖c s o‖ ^ 2 :=
    continuous_iff_continuousAt.2 fun s => (hasDerivAt_occupation (hc s o)).continuousAt
  obtain ⟨s, hs⟩ := mem_range_of_exists_le_of_exists_ge hcont ⟨t, hlt.le⟩
    ⟨0, by rw [h0]; norm_num⟩
  have hs' : ‖c s o‖ ^ 2 = 1 / 2 := hs
  rcases alt s with h | h <;> linarith

end

end PolaronSelfTrapping
```

Now 2B/g < 1/2, so at each time some site j holds more than one half. If j = o, then n_o ≥ 1 − 2B/g. If j ≠ o, the total occupation leaves

n_o ≤ 1 − n_j ≤ 2B/g < 1/2

This alternative is `alt`, and it shows that n_o never equals 1/2. But n_o is continuous in time and starts at 1. If it were ever below 1/2, it would have to pass through 1/2 by the intermediate value theorem, which Lean applies as `mem_range_of_exists_le_of_exists_ge`. Hence the first case holds at all times.

For two sites coupled by a hopping J, without site energies, B = |J| and the condition is g > 4|J|.

```lean
#print axioms PolaronSelfTrapping.initial_site_stays_trapped
```

```
'PolaronSelfTrapping.initial_site_stays_trapped' depends on axioms: [propext, Classical.choice, Quot.sound]
```

## A start spread over two sites, and a one-sided bound on the hopping

The initial condition cannot be weakened to total occupation one. Take two sites with T = 0, so that B = 0, and start with c = (1, 1)/√2. The solution is

c_j(t) = e^{igt/2} / √2

Both occupations remain 1/2, whereas the bound would demand 1.

The hopping could also have been modelled by a lower bound E on its energy per unit of total occupation, Re⟨x, Tx⟩ ≥ E‖x‖², in place of the operator norm. The same argument, which I give here only in prose, then yields the bound 1 + 2E/g. This can be sharper. On a triangle with T_jk = J > 0 between different sites and zero diagonal, the eigenvalues of T are 2J, −J and −J. The operator norm gives 1 − 4J/g, while E = −J gives 1 − 2J/g.
